# For any given stiffness, long enough Hückel rings of 4n+2 sites lower their energy by bond alternation

## Shouldn't the gap protect a closed-shell ring?

A half-filled ring of $4n+2$ sites has a closed shell and a gap. For small alternation $d$ of the hoppings $t(1\pm d)$, the electronic gain is then of order $d^2$, just like the elastic cost. Shouldn't a stiff enough lattice keep the bonds equal, however long the ring?

## Length overcomes any fixed stiffness

No: for $t>0$ and any stiffness $K$ per site, every sufficiently long half-filled ring of $4n+2$ sites has some $0<d<1$ at which the energy $E(d)$ of its independent electrons satisfies
$$E(d)+K(4n+2)d^2<E(0).$$
You are right at fixed length: for each $n$, some finite $K$ makes $d=0$ a global minimum.

**Energy of the modes.** Take $M=2n+1$ two-site cells and $z_k=e^{2\pi ik/M}$. Plane waves reduce the Hamiltonian to $2\times2$ blocks with off-diagonal element $t[(1+d)+(1-d)z_k]$ and eigenvalues $\pm t\,a_k(d)$, where $a_k(d)=|(1+d)+(1-d)z_k|$. Filling the negative levels twice gives
$$E(d)=-2t\sum_k a_k(d),\qquad a_k(d)^2=a_k(0)^2+d^2\,(4-a_k(0)^2).$$
As $a_k(0)\le2$, no mode loses for $|d|<1$.

**Gain near the Fermi level.** For $k=n-m$, $z_k=e^{i(\pi-\theta)}$ with $\theta=\pi(2m+1)/M$, so $c=a_k(0)=2\sin(\theta/2)\le\theta$. Choose $d=1/M$ and $0\le m<L$ with $4L\le n$. Then $c\le4(2m+1)d\le1$, hence $a_k(d)^2\ge c^2+3d^2$. Set $x=d^2/(c+d)\le d$. Since
$$(c+x)^2\le c^2+2x(c+d)=c^2+2d^2,$$
the mode gains at least $x\ge d/(8(m+1))$.

With $H_L=\sum_{m<L}1/(m+1)$, the energy drops by at least $tdH_L/4$, while the elastic cost is $2KMd^2=2Kd$. The harmonic series diverges, so some $L$ has $H_L>8K/t$; every $n\ge4L+1$ then works.

**Fixed length.** Since $M$ is odd, $z_k\ne-1$ and $a_k(0)>0$. Thus $a_k(d)\le a_k(0)+2d^2/a_k(0)$, and $K=2t\sum_k1/a_k(0)$ suffices.

**Why length is needed.** In the hexagon ($n=1$), $E(0)-E(d)=4t(\sqrt{1+3d^2}-1)\le6td^2$. The cost is $6Kd^2$, so no alternation helps if $K\ge t$.

## What the Lean theorems say

`ringHamiltonian` has the hopping block `hop` and its adjoint off the diagonal. `bandEnergy` is minus the sum of the absolute characteristic roots, with multiplicity, which here equals twice the sum of the negative levels because the levels come in pairs $\pm t\,a_k(d)$; `ringEnergy n t d` is this $E(d)$ for $M=2n+1$. At $n=0$ both bonds join the same two sites. In the code, `ψ k` is the Bloch phase $z_k$, not a wavefunction, and `amp d (ψ k)` is $a_k(d)$.

`long_rings_distort` is the first claim, with `n₀` depending on $t$ and $K$; `fixed_ring_stabilised` is the second, for all real $d$. The first doesn't give the optimal $d$: its proof uses the trial value $1/M$, which shrinks with length and isn't a prediction of the size of the distortion.

The quadratic term stands for the elastic energy of the bond framework. Since $d$ is a relative change of the hopping, $K$ is an energy that combines the spring constant of the bonds with the response of the hopping to bond length. The model leaves out electron repulsion and nuclear quantum motion, so the theorems alone don't settle whether a real molecule distorts. Within this non-interacting, one-parameter model, an undistorted short ring in a simulation doesn't settle the behaviour of longer ones.

## From eigenvectors to the harmonic sum

- `bandEnergy_of_eigenvectors` reads the energy from an invertible eigenvector matrix, because similar matrices share their characteristic polynomial.
- `planeWaves_invertible` and `hop_planeWaves` diagonalise the hopping. `bandEnergy_ring` splits each Bloch hopping into phase and magnitude, then forms bonding and antibonding combinations.
- `amp_sq` is the identity for $a_k(d)^2$. `amp_near_fermi` gets $c\le\theta$ from $\cos\theta\ge1-\theta^2/2$.
- `harmonic_gain` proves the bound with $x$ by comparing squares, checks that the $L$ modes are distinct, and adds the non-negative gains of the rest.
- The two final theorems insert the choices of $L$, $d$ and $K$ above.

```lean
import Mathlib

open Matrix Finset ComplexConjugate

namespace PeierlsLongRings

noncomputable section

/- The Bloch phase `exp (2 π i k / M)` of the wave number `k` on a ring of `M` cells. -/
local notation "ψ" => ZMod.stdAddChar

/-- Minus the sum of the absolute eigenvalues of a matrix, counted with algebraic multiplicity. -/
def bandEnergy {ι : Type*} [Fintype ι] [DecidableEq ι] (H : Matrix ι ι ℂ) : ℝ :=
  -(H.charpoly.roots.map (fun z => ‖z‖)).sum

/-- Hopping between the sublattices: site `j` of the first is joined to site `j` of the second
by `t(1+d)` and to site `j+1` of the second by `t(1-d)`. -/
def hop (M : ℕ) (t d : ℝ) : Matrix (ZMod M) (ZMod M) ℂ :=
  Matrix.of fun j l => (if l = j then ((t * (1 + d) : ℝ) : ℂ) else 0) +
    (if l = j + 1 then ((t * (1 - d) : ℝ) : ℂ) else 0)

/-- Hamiltonian of the ring of `2M` sites with alternating hoppings `t(1+d)` and `t(1-d)`. -/
def ringHamiltonian (M : ℕ) (t d : ℝ) : Matrix (ZMod M ⊕ ZMod M) (ZMod M ⊕ ZMod M) ℂ :=
  fromBlocks 0 (hop M t d) (hop M t d)ᴴ 0

/-- The energy `E(d)` of the ring of `4n+2` sites. -/
def ringEnergy (n : ℕ) (t d : ℝ) : ℝ := bandEnergy (ringHamiltonian (2 * n + 1) t d)

/-- The magnitude `|(1+d) + (1-d) z|` of the hopping, in units of `t`, at Bloch phase `z`. -/
def amp (d : ℝ) (z : ℂ) : ℝ := ‖((1 + d : ℝ) : ℂ) + ((1 - d : ℝ) : ℂ) * z‖

/-- The matrix whose columns are the plane waves on a ring of `M` cells. -/
def planeWaves (M : ℕ) [NeZero M] : Matrix (ZMod M) (ZMod M) ℂ :=
  Matrix.of fun j k => ψ (j * k)

/-- If the columns of an invertible matrix `P` are eigenvectors of `H` with eigenvalues `v i`,
the energy is minus the sum of the `|v i|`. -/
theorem bandEnergy_of_eigenvectors {ι : Type*} [Fintype ι] [DecidableEq ι]
    (H P Q : Matrix ι ι ℂ) (v : ι → ℂ) (hQP : Q * P = 1) (h : H * P = P * diagonal v) :
    bandEnergy H = -∑ i, ‖v i‖ := by
  have hPQ : P * Q = 1 := mul_eq_one_comm.mp hQP
  have hH : H = P * diagonal v * Q := by rw [← h, mul_assoc, hPQ, mul_one]
  -- similar matrices have the same characteristic polynomial
  have hc : H.charpoly = (diagonal v).charpoly := by
    rw [hH, ← Matrix.inv_eq_right_inv hPQ]
    exact Matrix.charpoly_units_conj (⟨P, Q, hPQ, hQP⟩ : (Matrix ι ι ℂ)ˣ) (diagonal v)
  have hm : Matrix.charmatrix (diagonal v) =
      diagonal (fun i => Polynomial.X - Polynomial.C (v i)) := by
    refine Matrix.ext fun i j => ?_
    by_cases hij : i = j
    · subst hij
      simp
    · simp [hij]
  have hd : (diagonal v).charpoly = (((univ : Finset ι).val.map v).map
      (fun a => Polynomial.X - Polynomial.C a)).prod := by
    rw [Matrix.charpoly, hm, det_diagonal, Multiset.map_map]
    rfl
  rw [bandEnergy, hc, hd, Polynomial.roots_multiset_prod_X_sub_C, Multiset.map_map]
  rfl

/-- The plane waves form a basis: their matrix has a left inverse. -/
theorem planeWaves_invertible (M : ℕ) [NeZero M] :
    ∃ G : Matrix (ZMod M) (ZMod M) ℂ, G * planeWaves M = 1 := by
  refine ⟨Matrix.of fun k j => (M : ℂ)⁻¹ * ψ (-(j * k)), ?_⟩
  ext k l
  have hM : (M : ℂ) ≠ 0 := Nat.cast_ne_zero.mpr (NeZero.ne M)
  have h : ∑ j : ZMod M, (M : ℂ)⁻¹ * ψ (-(j * k)) * ψ (j * l) =
      (M : ℂ)⁻¹ * ∑ j : ZMod M, ψ (j * (l - k)) := by
    rw [Finset.mul_sum]
    refine Finset.sum_congr rfl fun j _ => ?_
    have e : j * (l - k) = -(j * k) + j * l := by ring
    rw [e, AddChar.map_add_eq_mul]
    ring
  rw [Matrix.mul_apply]
  simp only [planeWaves, Matrix.of_apply]
  rw [h, AddChar.sum_mulShift (l - k) (ZMod.isPrimitive_stdAddChar M)]
  by_cases hkl : k = l
  · subst hkl
    simp [ZMod.card, hM]
  · have h' : l - k ≠ 0 := sub_ne_zero.mpr (Ne.symm hkl)
    simp [hkl, h']

/-- Plane waves diagonalise the hopping between the sublattices, in both directions. -/
theorem hop_planeWaves (M : ℕ) [NeZero M] (t d : ℝ) :
    hop M t d * planeWaves M = planeWaves M * diagonal (fun k =>
      ((t * (1 + d) : ℝ) : ℂ) + ((t * (1 - d) : ℝ) : ℂ) * ψ k) ∧
    (hop M t d)ᴴ * planeWaves M = planeWaves M * diagonal (fun k =>
      conj (((t * (1 + d) : ℝ) : ℂ) + ((t * (1 - d) : ℝ) : ℂ) * ψ k)) := by
  constructor
  · ext j k
    rw [Matrix.mul_apply, Matrix.mul_diagonal]
    simp only [hop, planeWaves, Matrix.of_apply, add_mul, ite_mul, zero_mul, one_mul,
      Finset.sum_add_distrib, Finset.sum_ite_eq', Finset.mem_univ, if_true,
      AddChar.map_add_eq_mul]
    ring
  · ext j k
    have hC : ∀ l, (hop M t d)ᴴ j l = (if l = j then ((t * (1 + d) : ℝ) : ℂ) else 0) +
        (if l = j - 1 then ((t * (1 - d) : ℝ) : ℂ) else 0) := by
      intro l
      have h1 : (j = l) ↔ (l = j) := eq_comm
      have h2 : (j = l + 1) ↔ (l = j - 1) :=
        ⟨fun h => by linear_combination -h, fun h => by linear_combination -h⟩
      rw [Matrix.conjTranspose_apply]
      simp only [hop, Matrix.of_apply, h1, h2]
      split_ifs <;> simp
    have e : (ψ ((j - 1) * k) : ℂ) = ψ (j * k) * conj (ψ k : ℂ) := by
      rw [← AddChar.map_neg_eq_conj, ← AddChar.map_add_eq_mul]
      congr 1
      ring
    rw [Matrix.mul_apply, Matrix.mul_diagonal]
    simp only [hC, planeWaves, Matrix.of_apply, add_mul, ite_mul, zero_mul,
      Finset.sum_add_distrib, Finset.sum_ite_eq', Finset.mem_univ, if_true]
    rw [e]
    simp only [map_add, map_mul, Complex.conj_ofReal]
    ring

/-- For `t ≥ 0` the energy of the ring is `-2t` times the sum of `|(1+d) + (1-d) z|` over the
Bloch phases `z`. -/
theorem bandEnergy_ring (M : ℕ) [NeZero M] {t : ℝ} (ht : 0 ≤ t) (d : ℝ) :
    bandEnergy (ringHamiltonian M t d) = -(2 * t * ∑ k : ZMod M, amp d (ψ k)) := by
  obtain ⟨G, hGF⟩ := planeWaves_invertible M
  obtain ⟨hBF, hCF⟩ := hop_planeWaves M t d
  obtain ⟨b, hb⟩ : ∃ b : ZMod M → ℂ, b = fun k =>
    ((t * (1 + d) : ℝ) : ℂ) + ((t * (1 - d) : ℝ) : ℂ) * ψ k := ⟨_, rfl⟩
  have hBF : hop M t d * planeWaves M = planeWaves M * diagonal b := by rw [hBF, hb]
  have hCF : (hop M t d)ᴴ * planeWaves M = planeWaves M * diagonal (fun k => conj (b k)) := by
    rw [hCF, hb]
  -- split each Bloch hopping into phase and magnitude
  have phase : ∀ w : ℂ, ∃ p : ℂ, conj p * p = 1 ∧ w = p * (‖w‖ : ℂ) := fun w =>
    ⟨Complex.exp (w.arg * Complex.I), by
      rw [Complex.conj_mul', Complex.norm_exp_ofReal_mul_I]; norm_num, by
      rw [mul_comm, Complex.norm_mul_exp_arg_mul_I]⟩
  choose p hp1 hp2 using fun k => phase (b k)
  have hb1 : diagonal b = diagonal p * diagonal (fun k => (‖b k‖ : ℂ)) := by
    rw [diagonal_mul_diagonal]
    exact congrArg diagonal (funext hp2)
  have hb2 : diagonal (fun k => conj (b k)) * diagonal p = diagonal (fun k => (‖b k‖ : ℂ)) := by
    rw [diagonal_mul_diagonal]
    refine congrArg diagonal (funext fun k => ?_)
    have h := congrArg (starRingEnd ℂ) (hp2 k)
    rw [map_mul, Complex.conj_ofReal] at h
    linear_combination (p k) * h + (‖b k‖ : ℂ) * hp1 k
  have hq : diagonal (fun k => conj (p k)) * diagonal p = 1 := by
    rw [diagonal_mul_diagonal, ← diagonal_one]
    exact congrArg diagonal (funext hp1)
  have hneg : diagonal (fun k => -(‖b k‖ : ℂ)) = -diagonal (fun k => (‖b k‖ : ℂ)) := by
    ext i j
    by_cases h : i = j <;> simp [Matrix.diagonal, h]
  have hB : hop M t d * planeWaves M =
      planeWaves M * diagonal p * diagonal (fun k => (‖b k‖ : ℂ)) := by
    rw [hBF, hb1, mul_assoc]
  have hC : (hop M t d)ᴴ * (planeWaves M * diagonal p) =
      planeWaves M * diagonal (fun k => (‖b k‖ : ℂ)) := by
    rw [← mul_assoc, hCF, mul_assoc, hb2]
  have hI : diagonal (fun k => conj (p k)) * G * (planeWaves M * diagonal p) = 1 := by
    rw [mul_assoc, ← mul_assoc G, hGF, one_mul, hq]
  have half : (1 / 2 : ℂ) • (1 : Matrix (ZMod M) (ZMod M) ℂ) + (1 / 2 : ℂ) • 1 = 1 := by
    rw [← add_smul]
    norm_num
  -- bonding and antibonding combinations of the two sublattices
  rw [bandEnergy_of_eigenvectors (ringHamiltonian M t d)
    (fromBlocks (planeWaves M * diagonal p) (planeWaves M * diagonal p)
      (planeWaves M) (-planeWaves M))
    (fromBlocks ((1 / 2 : ℂ) • (diagonal (fun k => conj (p k)) * G)) ((1 / 2 : ℂ) • G)
      ((1 / 2 : ℂ) • (diagonal (fun k => conj (p k)) * G)) (-((1 / 2 : ℂ) • G)))
    (Sum.elim (fun k => (‖b k‖ : ℂ)) (fun k => -(‖b k‖ : ℂ))) ?_ ?_]
  · have hn : ∀ k, ‖b k‖ = t * amp d (ψ k) := by
      intro k
      have e : b k = (t : ℂ) * (((1 + d : ℝ) : ℂ) + ((1 - d : ℝ) : ℂ) * ψ k) := by
        rw [hb]
        push_cast
        ring
      rw [e, norm_mul, Complex.norm_real, Real.norm_of_nonneg ht, amp]
    simp only [Fintype.sum_sum_type, Sum.elim_inl, Sum.elim_inr, norm_neg, Complex.norm_real,
      norm_norm]
    simp only [hn, ← Finset.mul_sum]
    ring
  · rw [fromBlocks_multiply, ← fromBlocks_one]
    simp only [Matrix.smul_mul, Matrix.neg_mul, Matrix.mul_neg, neg_neg, hI, hGF, half,
      add_neg_cancel]
  · rw [ringHamiltonian, ← fromBlocks_diagonal, hneg, fromBlocks_multiply, fromBlocks_multiply]
    simp only [Matrix.zero_mul, Matrix.mul_zero, zero_add, add_zero, neg_zero, Matrix.mul_neg,
      Matrix.neg_mul, neg_neg, hB, hC]

/-- Alternation changes the squared hopping magnitude at a Bloch phase of modulus one from `a²`
to `a² + d²(4 - a²)`. -/
theorem amp_sq (d : ℝ) {z : ℂ} (hz : ‖z‖ = 1) :
    amp d z ^ 2 = amp 0 z ^ 2 + d ^ 2 * (4 - amp 0 z ^ 2) := by
  have h : z.re * z.re + z.im * z.im = 1 := by
    rw [← Complex.normSq_apply, ← Complex.sq_norm, hz]
    norm_num
  simp only [amp, Complex.sq_norm, Complex.normSq_apply, Complex.add_re, Complex.add_im,
    Complex.mul_re, Complex.mul_im, Complex.ofReal_re, Complex.ofReal_im]
  linear_combination (2 * d ^ 2 - 2 * d) * h

/-- The wave number `n - m` on a ring of `2n+1` cells. -/
def fermiMode (n m : ℕ) : ZMod (2 * n + 1) := (n : ZMod (2 * n + 1)) - (m : ZMod (2 * n + 1))

/-- In the uniform ring of `4n+2` sites the mode with wave number `n - m` has hopping magnitude
at most `π(2m+1)/(2n+1)`, in units of `t`. -/
theorem amp_near_fermi (n m : ℕ) :
    amp 0 (ψ (fermiMode n m)) ≤ Real.pi * (2 * m + 1) / (2 * n + 1) := by
  obtain ⟨θ, hθ⟩ : ∃ θ : ℝ, θ = Real.pi * (2 * m + 1) / (2 * n + 1) := ⟨_, rfl⟩
  have hne : (2 * (n : ℂ) + 1) ≠ 0 := by exact_mod_cast Nat.succ_ne_zero (2 * n)
  have e : (ψ (fermiMode n m) : ℂ) =
      Complex.exp (((Real.pi - θ : ℝ) : ℂ) * Complex.I) := by
    have hc : fermiMode n m = (((n : ℤ) - m : ℤ) : ZMod (2 * n + 1)) := by
      simp [fermiMode]
    rw [hc, ZMod.stdAddChar_coe, hθ]
    congr 1
    push_cast
    field_simp
    ring
  have h0 : 0 ≤ θ := by rw [hθ]; positivity
  have ha : 0 ≤ amp 0 (ψ (fermiMode n m)) := norm_nonneg _
  rw [← hθ]
  refine (sq_le_sq₀ ha h0).mp ?_
  rw [e, amp, Complex.sq_norm, Complex.normSq_apply]
  simp only [add_zero, sub_zero, Complex.ofReal_one, one_mul, Complex.add_re, Complex.add_im,
    Complex.one_re, Complex.one_im, Complex.exp_ofReal_mul_I_re, Complex.exp_ofReal_mul_I_im,
    Real.cos_pi_sub, Real.sin_pi_sub]
  nlinarith [Real.one_sub_sq_div_two_le_cos (x := θ), Real.sin_sq_add_cos_sq θ]

/-- At alternation `d = 1/(2n+1)` the summed hopping magnitudes grow by at least `d/8` times the
harmonic sum of `L` terms, provided `4L ≤ n`. -/
theorem harmonic_gain (n L : ℕ) (hL : 4 * L ≤ n) {d : ℝ} (hd : d * (2 * n + 1) = 1) :
    ∑ k : ZMod (2 * n + 1), amp 0 (ψ k) + d * (∑ m ∈ range L, 1 / ((m : ℝ) + 1)) / 8 ≤
      ∑ k : ZMod (2 * n + 1), amp d (ψ k) := by
  have hM : (0 : ℝ) < 2 * n + 1 := by positivity
  have hd0 : 0 < d := pos_of_mul_pos_left (by rw [hd]; exact one_pos) hM.le
  have hz : ∀ k : ZMod (2 * n + 1), ‖(ψ k : ℂ)‖ = 1 := fun k => AddChar.norm_apply _ k
  -- no mode loses
  have hall : ∀ k : ZMod (2 * n + 1), 0 ≤ amp d (ψ k) - amp 0 (ψ k) := by
    intro k
    have h2 : amp 0 (ψ k) ≤ 2 := by
      have h := norm_add_le (1 : ℂ) (ψ k)
      have h0 : amp 0 (ψ k) = ‖1 + (ψ k : ℂ)‖ := by simp [amp]
      rw [norm_one, hz] at h
      linarith
    have ha : 0 ≤ amp 0 (ψ k) := norm_nonneg _
    have h4 : 0 ≤ 4 - amp 0 (ψ k) ^ 2 := by nlinarith
    have hb : 0 ≤ amp d (ψ k) := norm_nonneg _
    refine sub_nonneg.mpr ((sq_le_sq₀ ha hb).mp ?_)
    rw [amp_sq d (hz k)]
    have := mul_nonneg (sq_nonneg d) h4
    linarith
  -- the modes near the Fermi level gain the terms of the harmonic sum
  have hmode : ∀ m ∈ range L, d * (1 / ((m : ℝ) + 1)) / 8 ≤
      amp d (ψ (fermiMode n m)) - amp 0 (ψ (fermiMode n m)) := by
    intro m hm
    have hmL : (m : ℝ) + 1 ≤ L := by exact_mod_cast Finset.mem_range.mp hm
    have hLn : 4 * (L : ℝ) ≤ n := by exact_mod_cast hL
    have hc := amp_near_fermi n m
    have hs := amp_sq d (hz (fermiMode n m))
    have hc0 : 0 ≤ amp 0 (ψ (fermiMode n m)) := norm_nonneg _
    have ha0 : 0 ≤ amp d (ψ (fermiMode n m)) := norm_nonneg _
    obtain ⟨c, hce⟩ : ∃ c : ℝ, c = amp 0 (ψ (fermiMode n m)) := ⟨_, rfl⟩
    obtain ⟨a, hae⟩ : ∃ a : ℝ, a = amp d (ψ (fermiMode n m)) := ⟨_, rfl⟩
    rw [← hce] at hc hs hc0 ⊢
    rw [← hae] at hs ha0 ⊢
    have e : Real.pi * (2 * m + 1) / (2 * n + 1) = Real.pi * (2 * m + 1) * d := by
      rw [div_eq_iff hM.ne']
      linear_combination -(Real.pi * (2 * m + 1)) * hd
    have hc4 : c ≤ 4 * (2 * m + 1) * d := by
      rw [e] at hc
      refine hc.trans ?_
      have := Real.pi_le_four
      gcongr
    have hc1 : c ≤ 1 := by
      have h : 4 * (2 * (m : ℝ) + 1) * d ≤ (2 * n + 1) * d :=
        mul_le_mul_of_nonneg_right (by linarith) hd0.le
      linarith
    have hcd : 0 < c + d := by linarith
    obtain ⟨x, hx⟩ : ∃ x : ℝ, x = d ^ 2 / (c + d) := ⟨_, rfl⟩
    have hx0 : 0 ≤ x := by rw [hx]; positivity
    have hxe : x * (c + d) = d ^ 2 := by rw [hx]; field_simp
    have hxd : x ≤ d := by
      rw [hx, div_le_iff₀ hcd]
      nlinarith [mul_nonneg hd0.le hc0]
    have hgain : c + x ≤ a := by
      refine (sq_le_sq₀ (by linarith) ha0).mp ?_
      have h1 : x * x ≤ x * d := mul_le_mul_of_nonneg_left hxd hx0
      have h2 : 0 ≤ d ^ 2 * (1 - c ^ 2) := mul_nonneg (sq_nonneg d) (by nlinarith)
      nlinarith [mul_nonneg hx0 hd0.le, sq_nonneg d]
    have hlow : d * (1 / ((m : ℝ) + 1)) / 8 ≤ x := by
      rw [hx, le_div_iff₀ hcd]
      have h1 : c + d ≤ 8 * ((m : ℝ) + 1) * d := by linarith
      calc d * (1 / ((m : ℝ) + 1)) / 8 * (c + d)
          ≤ d * (1 / ((m : ℝ) + 1)) / 8 * (8 * ((m : ℝ) + 1) * d) :=
            mul_le_mul_of_nonneg_left h1 (by positivity)
        _ = d ^ 2 := by field_simp
    linarith
  have hinj : Set.InjOn (fermiMode n) (range L : Set ℕ) := by
    intro i hi j hj hij
    have hi' : i < L := by simpa using hi
    have hj' : j < L := by simpa using hj
    have hij' : (n : ZMod (2 * n + 1)) - (i : ZMod (2 * n + 1)) =
        (n : ZMod (2 * n + 1)) - (j : ZMod (2 * n + 1)) := hij
    have h : (i : ZMod (2 * n + 1)) = (j : ZMod (2 * n + 1)) := by linear_combination -hij'
    rw [ZMod.natCast_eq_natCast_iff', Nat.mod_eq_of_lt (by omega),
      Nat.mod_eq_of_lt (by omega)] at h
    exact h
  have htot : d * (∑ m ∈ range L, 1 / ((m : ℝ) + 1)) / 8 ≤
      ∑ k : ZMod (2 * n + 1), (amp d (ψ k) - amp 0 (ψ k)) := by
    rw [Finset.mul_sum, Finset.sum_div]
    refine (Finset.sum_le_sum hmode).trans ?_
    have himg := Finset.sum_image
      (f := fun k : ZMod (2 * n + 1) => amp d (ψ k) - amp 0 (ψ k)) hinj
    refine (le_of_eq himg.symm).trans ?_
    exact Finset.sum_le_sum_of_subset_of_nonneg (Finset.subset_univ _) fun k _ _ => hall k
  rw [Finset.sum_sub_distrib] at htot
  linarith

/-- Peierls distortion of long closed-shell rings: for `t > 0` and any stiffness `K` per site,
every sufficiently long ring of `4n+2` sites lowers its total energy by some alternation
`0 < d < 1`. -/
theorem long_rings_distort {t : ℝ} (ht : 0 < t) (K : ℝ) :
    ∃ n₀ : ℕ, ∀ n ≥ n₀, ∃ d : ℝ, 0 < d ∧ d < 1 ∧
      ringEnergy n t d + K * (4 * n + 2) * d ^ 2 < ringEnergy n t 0 := by
  -- the harmonic series outgrows the stiffness
  obtain ⟨L, hS⟩ :=
    (Real.tendsto_sum_range_one_div_nat_succ_atTop.eventually_gt_atTop (8 * K / t)).exists
  refine ⟨4 * L + 1, fun n hn => ?_⟩
  have hn1 : (1 : ℝ) ≤ n := by exact_mod_cast (show 1 ≤ n by omega)
  have hM : (0 : ℝ) < 2 * n + 1 := by positivity
  obtain ⟨d, hd⟩ : ∃ d : ℝ, d = 1 / (2 * n + 1) := ⟨_, rfl⟩
  have hd0 : 0 < d := by rw [hd]; positivity
  have hdM : d * (2 * n + 1) = 1 := by rw [hd]; field_simp
  refine ⟨d, hd0, by nlinarith, ?_⟩
  have hg := mul_le_mul_of_nonneg_left (harmonic_gain n L (by omega) hdM) ht.le
  rw [div_lt_iff₀ ht] at hS
  have hS' := mul_lt_mul_of_pos_left hS hd0
  have e : K * (4 * n + 2) * d ^ 2 = 2 * K * d := by linear_combination 2 * K * d * hdM
  rw [ringEnergy, ringEnergy, bandEnergy_ring _ ht.le, bandEnergy_ring _ ht.le, e]
  nlinarith

/-- For `t > 0` and a fixed ring of `4n+2` sites, some finite stiffness `K` per site makes the
uniform ring a global minimum of the total energy. -/
theorem fixed_ring_stabilised (n : ℕ) {t : ℝ} (ht : 0 < t) :
    ∃ K > 0, ∀ d : ℝ, ringEnergy n t 0 ≤ ringEnergy n t d + K * (4 * n + 2) * d ^ 2 := by
  -- an odd number of cells has no mode at the Fermi level
  have hpos : ∀ k : ZMod (2 * n + 1), 0 < amp 0 (ψ k) := by
    intro k
    have h0 : amp 0 (ψ k) = ‖1 + (ψ k : ℂ)‖ := by simp [amp]
    rw [h0, norm_pos_iff]
    intro h
    have h1 : (ψ k : ℂ) = -1 := by linear_combination h
    have h2 : (ψ k : ℂ) ^ (2 * n + 1) = 1 := by
      rw [← AddChar.map_nsmul_eq_pow, nsmul_eq_mul, ZMod.natCast_self, zero_mul,
        AddChar.map_zero_eq_one]
    rw [h1, pow_succ, pow_mul] at h2
    norm_num at h2
  have hS : 0 < ∑ k : ZMod (2 * n + 1), 1 / amp 0 (ψ k) :=
    Finset.sum_pos (fun k _ => one_div_pos.mpr (hpos k)) Finset.univ_nonempty
  refine ⟨2 * t * ∑ k : ZMod (2 * n + 1), 1 / amp 0 (ψ k), by positivity, fun d => ?_⟩
  have hk : ∀ k : ZMod (2 * n + 1),
      amp d (ψ k) ≤ amp 0 (ψ k) + 2 * d ^ 2 * (1 / amp 0 (ψ k)) := by
    intro k
    have hc := hpos k
    have hs := amp_sq d (AddChar.norm_apply (ZMod.stdAddChar (N := 2 * n + 1)) k)
    have ha : 0 ≤ amp d (ψ k) := norm_nonneg _
    refine (sq_le_sq₀ ha (by positivity)).mp ?_
    have h1 : amp 0 (ψ k) * (1 / amp 0 (ψ k)) = 1 := mul_one_div_cancel hc.ne'
    have h2 : (amp 0 (ψ k) + 2 * d ^ 2 * (1 / amp 0 (ψ k))) ^ 2 =
        amp 0 (ψ k) ^ 2 + 4 * d ^ 2 + (2 * d ^ 2 * (1 / amp 0 (ψ k))) ^ 2 := by
      linear_combination 4 * d ^ 2 * h1
    rw [hs, h2]
    nlinarith [sq_nonneg (d * amp 0 (ψ k)), sq_nonneg (2 * d ^ 2 * (1 / amp 0 (ψ k)))]
  have hsum := Finset.sum_le_sum fun k (_ : k ∈ (univ : Finset (ZMod (2 * n + 1)))) => hk k
  rw [Finset.sum_add_distrib, ← Finset.mul_sum] at hsum
  have hsum' := mul_le_mul_of_nonneg_left hsum ht.le
  have hrest : 0 ≤ t * (∑ k : ZMod (2 * n + 1), 1 / amp 0 (ψ k)) * n * d ^ 2 := by positivity
  rw [ringEnergy, ringEnergy, bandEnergy_ring _ ht.le, bandEnergy_ring _ ht.le]
  linarith

end

end PeierlsLongRings
```

```lean
#print axioms PeierlsLongRings.long_rings_distort
#print axioms PeierlsLongRings.fixed_ring_stabilised
```

```
'PeierlsLongRings.long_rings_distort' depends on axioms: [propext, Classical.choice, Quot.sound]
'PeierlsLongRings.fixed_ring_stabilised' depends on axioms: [propext, Classical.choice, Quot.sound]
```
